# The Airy parameter for Bessel saddles at ±a is asymptotic to 2^(-2/3) a² as they coalesce

A program that evaluates the Bessel function \(J_\nu\) of large order \(\nu\) at argument \(\nu\,\mathrm{sech}\,a\), with \(a>0\), by the leading uniform Airy approximation needs the amplitude factor \(\sqrt{2\sqrt{z(a)}/\tanh a}\), where

\[
z(a)=\left[\tfrac32(a-\tanh a)\right]^{2/3}.
\]

At \(a=0\) the quotient under the outer root reads \(0/0\), and the value that extends the factor continuously to that point is its limit as \(a\to0^+\). That limit follows from \(z(a)/a^2\to2^{-2/3}\) and \(\tanh a/a\to1\). For a free particle in two dimensions with wave number \(k\) and angular momentum \(\nu\hbar\), where \(\nu\) is a positive integer, the regular radial function is \(J_\nu(kr)\). With \(kr=\nu\,\mathrm{sech}\,a\), the limit \(a\to0^+\) is the approach to the classical turning point \(r=\nu/k\) from the forbidden side.

```lean
import Mathlib

open Filter Topology

namespace UniformAiryBessel

noncomputable section
```

## Two phases and their saddles

The exponent in the Bessel integral is \(\nu f(t)\), with \(f(t)=\sinh t/\cosh a-t\). The file treats this phase as a real function of real \(t\); the contour integral and the error of its approximation are not modelled.

```lean
/-- The phase `sinh t / cosh a - t` of the Bessel integral. -/
def besselPhase (a t : ℝ) : ℝ := Real.sinh t / Real.cosh a - t
```

The comparison phase is \(g_z(u)=u^3/3-zu\), which has saddles at \(\pm\sqrt z\) for \(z\ge0\). This choice fixes the sign and scale of \(z\).

```lean
/-- The cubic comparison phase of the Airy integral, with parameter `z`. -/
def cubicPhase (z u : ℝ) : ℝ := u ^ 3 / 3 - z * u
```

The Airy parameter is written with a real power, whose base is nonnegative for \(a\ge0\).

```lean
/-- The Airy parameter `z(a) = ((3/2)(a - tanh a))^(2/3)`, for `a ≥ 0`. -/
def airyParameter (a : ℝ) : ℝ := (3 / 2 * (a - Real.tanh a)) ^ ((2 : ℝ) / 3)
```

Differentiation gives \(f'(t)=\cosh t/\cosh a-1\). In Lean, `HasDerivAt` states both differentiability and the value of the derivative.

```lean
/-- The slope of the Bessel phase at `t` is `cosh t / cosh a - 1`. -/
theorem hasDerivAt_besselPhase (a t : ℝ) :
    HasDerivAt (besselPhase a) (Real.cosh t / Real.cosh a - 1) t :=
  ((Real.hasDerivAt_sinh t).div_const (Real.cosh a)).fun_sub (hasDerivAt_id' t)
```

A saddle satisfies \(\cosh t=\cosh a\), hence \(|t|=|a|\) and \(t=\pm a\). The proof gets the first equation from uniqueness of the derivative and the second from the monotonicity of \(\cosh\) in \(|t|\). At \(a=0\) the two saddles are one.

```lean
/-- The real saddles of the Bessel phase are exactly `a` and `-a`. -/
theorem besselPhase_saddle_iff (a t : ℝ) :
    HasDerivAt (besselPhase a) 0 t ↔ t = a ∨ t = -a := by
  have hc : Real.cosh a ≠ 0 := (Real.cosh_pos a).ne'
  constructor
  · intro h
    have h0 := (hasDerivAt_besselPhase a t).unique h
    have h1 : Real.cosh t = Real.cosh a := (div_eq_one_iff_eq hc).mp (sub_eq_zero.mp h0)
    exact abs_eq_abs.mp (le_antisymm (Real.cosh_le_cosh.mp h1.le) (Real.cosh_le_cosh.mp h1.ge))
  · intro h
    have h1 : Real.cosh t = Real.cosh a := by
      rcases h with h | h
      · rw [h]
      · rw [h, Real.cosh_neg]
    refine (hasDerivAt_besselPhase a t).congr_deriv ?_
    rw [h1, div_self hc, sub_self]
```

## Matching the saddle values

The phase difference to be matched is \(S(a)=a-\tanh a\). Its derivative requires that of \(\tanh=\sinh/\cosh\), which the quotient rule gives as \((\cosh^2x-\sinh^2x)/\cosh^2x=1-\tanh^2x\).

```lean
/-- The derivative of `tanh` is `1 - tanh²`. -/
theorem hasDerivAt_tanh (x : ℝ) : HasDerivAt Real.tanh (1 - Real.tanh x ^ 2) x := by
  have hc : Real.cosh x ≠ 0 := (Real.cosh_pos x).ne'
  have h := (Real.hasDerivAt_sinh x).fun_div (Real.hasDerivAt_cosh x) hc
  have e : Real.tanh = fun y => Real.sinh y / Real.cosh y :=
    funext Real.tanh_eq_sinh_div_cosh
  rw [Real.tanh_eq_sinh_div_cosh x, e]
  refine h.congr_deriv ?_
  rw [div_pow, eq_sub_iff_add_eq, ← add_div, div_eq_one_iff_eq (pow_ne_zero 2 hc)]
  ring
```

Therefore \(S'(x)=1-(1-\tanh^2x)=\tanh^2x\).

```lean
/-- The phase difference `a - tanh a` grows at the rate `tanh² a`. -/
theorem hasDerivAt_action (x : ℝ) :
    HasDerivAt (fun a => a - Real.tanh a) (Real.tanh x ^ 2) x :=
  ((hasDerivAt_id' x).fun_sub (hasDerivAt_tanh x)).congr_deriv (by ring)
```

This is positive for \(x>0\), so \(S\) increases strictly on \([0,\infty)\). Since \(S(0)=0\), we have \(S(a)>0\) for \(a>0\).

```lean
/-- The phase difference `a - tanh a` is positive for `a > 0`. -/
theorem action_pos {a : ℝ} (ha : 0 < a) : 0 < a - Real.tanh a := by
  have hm : StrictMonoOn (fun a => a - Real.tanh a) (Set.Ici 0) := by
    refine strictMonoOn_of_deriv_pos (convex_Ici 0)
      (fun x _ => (hasDerivAt_action x).continuousAt.continuousWithinAt) ?_
    intro x hx
    rw [interior_Ici] at hx
    rw [(hasDerivAt_action x).deriv, Real.tanh_eq_sinh_div_cosh]
    exact pow_pos (div_pos (Real.sinh_pos_iff.mpr hx) (Real.cosh_pos x)) 2
  have h := hm (Set.mem_Ici.mpr le_rfl) (Set.mem_Ici.mpr ha.le) ha
  simpa using h
```

Put the cubic saddles at \(\pm w\), with \(w\ge0\) and \(z=w^2\). The saddle values are

\[
g_{w^2}(\pm w)=\mp\tfrac23w^3,\qquad f(\pm a)=\mp S(a).
\]

They agree exactly when \(w^3=\tfrac32S(a)\), that is, when \(w^2=z(a)\). The formula for \(z\) is thus derived from the matching. Lean passes between the two equations through \(z(a)^3=(\tfrac32S(a))^2\), using the injectivity of squares and cubes on nonnegative numbers.

```lean
/-- For `a > 0` and `w ≥ 0`, the cubic phase with saddles `w` and `-w` takes the values of the
Bessel phase at `a` and `-a` exactly when `w²` is the Airy parameter. -/
theorem matching_iff {a w : ℝ} (ha : 0 < a) (hw : 0 ≤ w) :
    (cubicPhase (w ^ 2) w = besselPhase a a ∧
      cubicPhase (w ^ 2) (-w) = besselPhase a (-a)) ↔ w ^ 2 = airyParameter a := by
  have hS : 0 ≤ 3 / 2 * (a - Real.tanh a) := mul_nonneg (by norm_num) (action_pos ha).le
  have hz : 0 ≤ airyParameter a := Real.rpow_nonneg hS _
  have cube : ∀ S : ℝ, 0 ≤ S → (S ^ ((2 : ℝ) / 3)) ^ 3 = S ^ 2 := by
    intro S h
    rw [← Real.rpow_natCast (S ^ ((2 : ℝ) / 3)) 3, ← Real.rpow_mul h,
      ← Real.rpow_natCast S 2]
    norm_num
  have hcube : airyParameter a ^ 3 = (3 / 2 * (a - Real.tanh a)) ^ 2 := cube _ hS
  have hb : besselPhase a a = -(a - Real.tanh a) := by
    rw [besselPhase, Real.tanh_eq_sinh_div_cosh]; ring
  have hb' : besselPhase a (-a) = a - Real.tanh a := by
    rw [besselPhase, Real.tanh_eq_sinh_div_cosh, Real.sinh_neg]; ring
  rw [hb, hb']
  unfold cubicPhase
  constructor
  · rintro ⟨h1, _⟩
    have h3 : w ^ 3 = 3 / 2 * (a - Real.tanh a) := by linear_combination (-3 / 2) * h1
    refine (pow_left_inj₀ (sq_nonneg w) hz three_ne_zero).mp ?_
    rw [hcube, ← h3]; ring
  · intro h
    have h3 : w ^ 3 = 3 / 2 * (a - Real.tanh a) := by
      refine (pow_left_inj₀ (pow_nonneg hw 3) hS two_ne_zero).mp ?_
      rw [← hcube, ← h]; ring
    exact ⟨by linear_combination (-2 / 3) * h3, by linear_combination (2 / 3) * h3⟩
```

## The limit at coalescence

Because \(\tanh0=0\) and \(\tanh'0=1\), the difference quotient at zero gives \(\tanh a/a\to1\). The filter `𝓝[>] 0` expresses \(a\to0^+\).

```lean
/-- The ratio `tanh a / a` tends to one as `a → 0+`. -/
theorem tanh_div_tendsto : Tendsto (fun a => Real.tanh a / a) (𝓝[>] 0) (𝓝 1) := by
  have h := (hasDerivAt_iff_tendsto_slope.mp (hasDerivAt_tanh 0)).mono_left
    (nhdsWithin_mono 0 (fun x (hx : x ∈ Set.Ioi (0 : ℝ)) => (Set.mem_Ioi.mp hx).ne'))
  have e : slope Real.tanh 0 = fun a => Real.tanh a / a := by
    funext a
    simp [slope_def_field]
  have e1 : 1 - Real.tanh 0 ^ 2 = 1 := by simp
  rwa [e, e1] at h
```

Both \(S(a)\) and \(a^3\) vanish at zero, so L'Hôpital's rule gives

\[
\lim_{a\to0^+}\frac{S(a)}{a^3}
=\lim_{a\to0^+}\frac{\tanh^2a}{3a^2}=\frac13.
\]

The remaining condition, \(3a^2\ne0\), holds for \(a>0\).

```lean
/-- The phase difference is cubic at coalescence: `(a - tanh a)/a³ → 1/3` as `a → 0+`. -/
theorem action_div_cube_tendsto :
    Tendsto (fun a => (a - Real.tanh a) / a ^ 3) (𝓝[>] 0) (𝓝 (1 / 3)) := by
  have h2 : Tendsto (fun a => (Real.tanh a / a) ^ 2 / 3) (𝓝[>] 0) (𝓝 (1 / 3)) := by
    simpa only [one_pow] using (tanh_div_tendsto.pow 2).div_const 3
  have hf : Tendsto (fun a => a - Real.tanh a) (𝓝 0) (𝓝 0) := by
    simpa using (hasDerivAt_action 0).continuousAt.tendsto
  have hg : Tendsto (fun a : ℝ => a ^ 3) (𝓝 0) (𝓝 0) := by
    simpa using (continuous_pow 3).tendsto (0 : ℝ)
  -- L'Hôpital's rule reduces the claim to the limit of `tanh² a / (3 a²)`
  refine HasDerivAt.lhopital_zero_nhdsGT (f' := fun x => Real.tanh x ^ 2)
    (g' := fun x => 3 * x ^ 2) (Eventually.of_forall hasDerivAt_action)
    (Eventually.of_forall fun x => by simpa using hasDerivAt_pow 3 x) ?_
    (hf.mono_left nhdsWithin_le_nhds) (hg.mono_left nhdsWithin_le_nhds)
    (h2.congr fun x => by ring)
  filter_upwards [self_mem_nhdsWithin] with x hx
  exact mul_ne_zero three_ne_zero (pow_ne_zero 2 (Set.mem_Ioi.mp hx).ne')
```

For \(a>0\), \((a^3)^{2/3}=a^2\), and so

\[
\frac{z(a)}{a^2}=\left(\frac32\,\frac{S(a)}{a^3}\right)^{2/3}
\longrightarrow\left(\frac12\right)^{2/3}=2^{-2/3}.
\]

The proof takes the limit through the power with `rpow_const`, then identifies the two expressions for positive \(a\).

```lean
/-- The ratio `z(a)/a²` tends to `2^(-2/3)` as `a → 0+`. -/
theorem airyParameter_div_sq_tendsto :
    Tendsto (fun a => airyParameter a / a ^ 2) (𝓝[>] 0) (𝓝 ((2 : ℝ) ^ (-(2 / 3) : ℝ))) := by
  have h := (action_div_cube_tendsto.const_mul (3 / 2)).rpow_const
    (p := (2 : ℝ) / 3) (Or.inr (by norm_num))
  have e : (3 / 2 * (1 / 3) : ℝ) ^ ((2 : ℝ) / 3) = (2 : ℝ) ^ (-(2 / 3) : ℝ) := by
    rw [show (3 / 2 * (1 / 3) : ℝ) = 2⁻¹ by norm_num, Real.inv_rpow (by norm_num),
      ← Real.rpow_neg (by norm_num)]
  rw [e] at h
  refine h.congr' ?_
  filter_upwards [self_mem_nhdsWithin] with a ha
  have ha' : 0 < a := ha
  have hS : 0 ≤ 3 / 2 * (a - Real.tanh a) := mul_nonneg (by norm_num) (action_pos ha').le
  have e3 : (a ^ 3) ^ ((2 : ℝ) / 3) = a ^ 2 := by
    rw [← Real.rpow_natCast a 3, ← Real.rpow_mul ha'.le, ← Real.rpow_natCast a 2]
    norm_num
  rw [airyParameter, ← mul_div_assoc, Real.div_rpow hS (pow_nonneg ha'.le 3), e3]
```

## A finite, nonzero Jacobian

Suppose that a change of variable \(u(t)\) satisfies \(g_z(u(t))=f(t)\) near \(a\), with \(u(a)^2=z\). Two differentiations give

\[
(u^2-z)u'=\frac{\cosh t}{\cosh a}-1,
\]

\[
2u\,u'^2+(u^2-z)u''=\frac{\sinh t}{\cosh a}.
\]

At \(t=a\) the term in \(u''\) vanishes, leaving \(2u(a)u'(a)^2=\tanh a\). In the theorem, `v` is \(u'\) and `c` is \(u''(a)\); `∀ᶠ t in 𝓝 a` means for all \(t\) sufficiently near \(a\). The existence of such a smooth map is a hypothesis here, as is its differentiability. The names `key` and `heq` mark the two differentiated equations.

```lean
/-- Suppose `u` has derivative `v` near `a`, `v` is differentiable at `a`, the cubic phase at `u(t)`
equals the Bessel phase at `t` for `t` near `a`, and `u(a)² = z`. Then `2 u(a) v(a)² = tanh a`. -/
theorem saddle_jacobian {a z c : ℝ} {u v : ℝ → ℝ}
    (hu : ∀ᶠ t in 𝓝 a, HasDerivAt u (v t) t) (hv : HasDerivAt v c a)
    (hmap : ∀ᶠ t in 𝓝 a, cubicPhase z (u t) = besselPhase a t) (hua : u a ^ 2 = z) :
    2 * u a * v a ^ 2 = Real.tanh a := by
  have hcub : ∀ w, HasDerivAt (cubicPhase z) (w ^ 2 - z) w := by
    intro w
    have h3 : HasDerivAt (fun x : ℝ => x ^ 3) (3 * w ^ 2) w := by
      simpa using hasDerivAt_pow 3 w
    have h := (h3.div_const 3).fun_sub ((hasDerivAt_id' w).const_mul z)
    exact h.congr_deriv (by ring)
  -- first derivative of the mapping equation
  have key : ∀ᶠ t in 𝓝 a, (u t ^ 2 - z) * v t = Real.cosh t / Real.cosh a - 1 := by
    filter_upwards [hu, hmap.eventually_nhds] with t ht het
    exact ((hcub (u t)).comp t ht).unique
      ((hasDerivAt_besselPhase a t).congr_of_eventuallyEq het)
  -- second derivative, at the saddle
  have hq : HasDerivAt (fun t => u t ^ 2 - z) (2 * u a * v a) a := by
    simpa using (hu.self_of_nhds.fun_pow 2).sub_const z
  have hR : HasDerivAt (fun t => Real.cosh t / Real.cosh a - 1)
      (Real.sinh a / Real.cosh a) a :=
    ((Real.hasDerivAt_cosh a).div_const _).sub_const 1
  have heq : 2 * u a * v a * v a + (u a ^ 2 - z) * c = Real.sinh a / Real.cosh a :=
    (hq.fun_mul hv).unique (hR.congr_of_eventuallyEq key)
  rw [Real.tanh_eq_sinh_div_cosh]
  linear_combination heq - c * hua
```

With \(u(a)=\sqrt{z(a)}\), the squared Jacobian is \(\tanh a/(2\sqrt{z(a)})\). Dividing numerator and denominator by \(a\) gives

\[
\frac{\tanh a/a}{2\sqrt{z(a)/a^2}}
\longrightarrow\frac1{2\cdot2^{-1/3}}=2^{-2/3}.
\]

The proof combines the two earlier limits by continuity of the square root and division by a nonzero limit. The amplitude factor in the program is the reciprocal square root of this ratio, so its value at coalescence is \(2^{1/3}\).

```lean
/-- The squared saddle Jacobian `tanh a / (2 √z(a))` tends to `2^(-2/3)` as `a → 0+`. -/
theorem saddle_jacobian_sq_tendsto :
    Tendsto (fun a => Real.tanh a / (2 * √(airyParameter a))) (𝓝[>] 0)
      (𝓝 ((2 : ℝ) ^ (-(2 / 3) : ℝ))) := by
  have hs : √((2 : ℝ) ^ (-(2 / 3) : ℝ)) = (2 : ℝ) ^ (-(1 / 3) : ℝ) := by
    rw [Real.sqrt_eq_rpow, ← Real.rpow_mul (by norm_num)]
    norm_num
  have hp : (2 : ℝ) * (2 : ℝ) ^ (-(1 / 3) : ℝ) = (2 : ℝ) ^ ((2 : ℝ) / 3) := by
    calc (2 : ℝ) * (2 : ℝ) ^ (-(1 / 3) : ℝ)
        = (2 : ℝ) ^ (1 : ℝ) * (2 : ℝ) ^ (-(1 / 3) : ℝ) := by rw [Real.rpow_one]
      _ = (2 : ℝ) ^ ((2 : ℝ) / 3) := by
        rw [← Real.rpow_add (by norm_num)]
        norm_num
  have hsqrt := (Real.continuous_sqrt.tendsto _).comp airyParameter_div_sq_tendsto
  rw [hs] at hsqrt
  have h := tanh_div_tendsto.div (hsqrt.const_mul 2) (by positivity)
  rw [hp, one_div, ← Real.rpow_neg (by norm_num)] at h
  refine h.congr' ?_
  filter_upwards [self_mem_nhdsWithin] with a ha
  have ha' : 0 < a := ha
  change Real.tanh a / a / (2 * √(airyParameter a / a ^ 2)) = _
  rw [Real.sqrt_div' _ (sq_nonneg a), Real.sqrt_sq ha'.le, ← mul_div_assoc,
    div_div_div_cancel_right₀ ha'.ne']

end

end UniformAiryBessel
```

```lean
#print axioms UniformAiryBessel.besselPhase_saddle_iff
#print axioms UniformAiryBessel.matching_iff
#print axioms UniformAiryBessel.saddle_jacobian
#print axioms UniformAiryBessel.saddle_jacobian_sq_tendsto
```

```
'UniformAiryBessel.besselPhase_saddle_iff' depends on axioms: [propext, Classical.choice, Quot.sound]
'UniformAiryBessel.matching_iff' depends on axioms: [propext, Classical.choice, Quot.sound]
'UniformAiryBessel.saddle_jacobian' depends on axioms: [propext, Classical.choice, Quot.sound]
'UniformAiryBessel.saddle_jacobian_sq_tendsto' depends on axioms: [propext, Classical.choice, Quot.sound]
```
